# z-y-z Euler angles are unique modulo 2π for 0 < b < π and lock at b = 0 and b = π

Let $R(a,b,c)=R_z(a)\,R_y(b)\,R_z(c)$ be the rotation by $c$ about z, then by $b$ about y, then by $a$ about z, all about fixed axes. For $b,b'\in(0,\pi)$,

$$R(a,b,c)=R(a',b',c')\iff b=b',\quad a-a'\in 2\pi\mathbb Z,\quad c-c'\in 2\pi\mathbb Z .$$

At $b=0$ the rotation determines only $a+c$ modulo $2\pi$, and at $b=\pi$ only $a-c$ modulo $2\pi$. Every proper rotation of space is $R(a,b,c)$ for some $b\in[0,\pi]$.

The same $3\times3$ matrix orients a rigid molecule and mixes the three real p orbitals of a single shell. An orientation search in these three angles therefore loses a direction at $b=0$, where the derivatives of $R$ with respect to $a$ and $c$ coincide.

```lean
import Mathlib

open Matrix Real

namespace EulerAngles

noncomputable section
```

## Rotations as real matrices

The matrices act on column vectors, angles are in radians, and a positive angle turns the vector in the right-handed sense. Rows and columns are numbered from 0, as in Lean, so 0, 1, 2 stand for x, y, z. The rotation about z is

$$R_z(t)=\begin{pmatrix}\cos t&-\sin t&0\\ \sin t&\cos t&0\\0&0&1\end{pmatrix}.$$

```lean
/-- Rotation by the angle `t` about the z axis. -/
def rotZ (t : ℝ) : Matrix (Fin 3) (Fin 3) ℝ :=
  !![Real.cos t, -Real.sin t, 0; Real.sin t, Real.cos t, 0; 0, 0, 1]
```

The rotation about y tilts the z axis towards x when $t$ is small and positive:

$$R_y(t)=\begin{pmatrix}\cos t&0&\sin t\\0&1&0\\-\sin t&0&\cos t\end{pmatrix}.$$

```lean
/-- Rotation by the angle `t` about the y axis. -/
def rotY (t : ℝ) : Matrix (Fin 3) (Fin 3) ℝ :=
  !![Real.cos t, 0, Real.sin t; 0, 1, 0; -Real.sin t, 0, Real.cos t]
```

In the product the rightmost factor acts first. The angles are arbitrary real numbers; any restriction on $b$ appears as a hypothesis of a theorem.

```lean
/-- The Euler rotation: by `c` about z, then by `b` about y, then by `a` about z. -/
def euler (a b c : ℝ) : Matrix (Fin 3) (Fin 3) ℝ := rotZ a * rotY b * rotZ c
```

A proper rotation is a real matrix with $MM^{T}=1$ and $\det M=1$, that is, an element of SO(3). The determinant condition excludes reflections. These matrices rotate vectors, not spinors: a turn by $2\pi$ is the identity here, whereas it changes the sign of a spin-½ state vector.

```lean
/-- A proper rotation of space: an orthogonal matrix of determinant one. -/
def IsRotation (M : Matrix (Fin 3) (Fin 3) ℝ) : Prop := M * Mᵀ = 1 ∧ M.det = 1
```

## The period of a rotation about z

If $R_z(s)=R_z(t)$, the first column gives $\cos s=\cos t$ and $\sin s=\sin t$. Hence

$$\cos(s-t)=\cos s\cos t+\sin s\sin t=\cos^2t+\sin^2t=1,$$

so $s-t=2\pi n$ for an integer $n$. The converse is the periodicity of sine and cosine. In Lean the integer is the witness `n : ℤ`.

```lean
/-- Two rotations about the z axis agree exactly when their angles differ by a multiple
of `2π`. -/
theorem rotZ_eq_iff (s t : ℝ) : rotZ s = rotZ t ↔ ∃ n : ℤ, s - t = n * (2 * π) := by
  constructor
  · intro h
    have hc : Real.cos s = Real.cos t := by
      have := congrFun (congrFun h 0) 0
      simpa [rotZ] using this
    have hs : Real.sin s = Real.sin t := by
      have := congrFun (congrFun h 1) 0
      simpa [rotZ] using this
    have h1 : Real.cos (s - t) = 1 := by
      rw [Real.cos_sub, hc, hs]
      linear_combination Real.sin_sq_add_cos_sq t
    obtain ⟨n, hn⟩ := (Real.cos_eq_one_iff _).mp h1
    exact ⟨n, hn.symm⟩
  · rintro ⟨n, hn⟩
    have h : s = t + n * (2 * π) := by linarith
    rw [h]
    simp only [rotZ, Real.cos_add_int_mul_two_pi, Real.sin_add_int_mul_two_pi]
```

## The tilt fixes b, then the borders fix a and c

Multiplying the first two factors gives

$$R_z(a)R_y(b)=\begin{pmatrix}\cos a\cos b&-\sin a&\cos a\sin b\\ \sin a\cos b&\cos a&\sin a\sin b\\-\sin b&0&\cos b\end{pmatrix}.$$

Multiplication by $R_z(c)$ on the right mixes the first two columns and leaves the last one alone. The last column of $R(a,b,c)$ is therefore $(\cos a\sin b,\ \sin a\sin b,\ \cos b)^T$, the image of the z axis, and its last row is $(-\sin b\cos c,\ \sin b\sin c,\ \cos b)$. The next theorem records all nine entries, checked one by one.

```lean
/-- The matrix elements of the Euler rotation. -/
theorem euler_eq_matrix (a b c : ℝ) : euler a b c =
    !![Real.cos a * Real.cos b * Real.cos c - Real.sin a * Real.sin c,
       -(Real.cos a * Real.cos b * Real.sin c) - Real.sin a * Real.cos c,
       Real.cos a * Real.sin b;
       Real.sin a * Real.cos b * Real.cos c + Real.cos a * Real.sin c,
       -(Real.sin a * Real.cos b * Real.sin c) + Real.cos a * Real.cos c,
       Real.sin a * Real.sin b;
       -(Real.sin b * Real.cos c), Real.sin b * Real.sin c, Real.cos b] := by
  ext i j
  fin_cases i <;> fin_cases j <;>
    simp [euler, rotZ, rotY, Matrix.mul_apply, Fin.sum_univ_succ] <;> ring
```

Suppose $R(a,b,c)=R(a',b',c')$ with $b,b'\in(0,\pi)$. The corner entry gives $\cos b=\cos b'$, and cosine is injective on $[0,\pi]$, so $b=b'$. The rest of the last column and last row now reads

$$\cos a\,\sin b=\cos a'\sin b,\qquad \sin a\,\sin b=\sin a'\sin b,$$
$$\cos c\,\sin b=\cos c'\sin b,\qquad \sin c\,\sin b=\sin c'\sin b .$$

Since $\sin b>0$, it cancels. The sines and cosines of $a$ and $a'$ agree, as do those of $c$ and $c'$, so $R_z(a)=R_z(a')$ and $R_z(c)=R_z(c')$. By the previous result, these equalities say that the angles differ by multiples of $2\pi$. Conversely, equal factors give equal products.

In the statement, `Set.Ioo 0 π` is the open interval. The proof first uses `rotZ_eq_iff` to replace both integer conditions by equalities of z rotations; the entries `e22`, `e02`, `e12`, `e20` and `e21` are the five equations used above.

```lean
/-- **Uniqueness of Euler angles.** For `b` and `b'` strictly between `0` and `π`, two Euler
rotations agree exactly when `b = b'` and the two z angles agree up to multiples of `2π`. -/
theorem euler_eq_iff {a b c a' b' c' : ℝ} (hb : b ∈ Set.Ioo 0 π) (hb' : b' ∈ Set.Ioo 0 π) :
    euler a b c = euler a' b' c' ↔
      b = b' ∧ (∃ m : ℤ, a - a' = m * (2 * π)) ∧ ∃ n : ℤ, c - c' = n * (2 * π) := by
  rw [← rotZ_eq_iff, ← rotZ_eq_iff]
  constructor
  · intro h
    rw [euler_eq_matrix, euler_eq_matrix] at h
    have e22 : Real.cos b = Real.cos b' := congrFun (congrFun h 2) 2
    have e02 : Real.cos a * Real.sin b = Real.cos a' * Real.sin b' :=
      congrFun (congrFun h 0) 2
    have e12 : Real.sin a * Real.sin b = Real.sin a' * Real.sin b' :=
      congrFun (congrFun h 1) 2
    have e20 : -(Real.sin b * Real.cos c) = -(Real.sin b' * Real.cos c') :=
      congrFun (congrFun h 2) 0
    have e21 : Real.sin b * Real.sin c = Real.sin b' * Real.sin c' :=
      congrFun (congrFun h 2) 1
    -- the tilt of the z axis fixes `b`
    have hbb : b = b' :=
      Real.injOn_cos ⟨hb.1.le, hb.2.le⟩ ⟨hb'.1.le, hb'.2.le⟩ e22
    rw [← hbb] at e02 e12 e20 e21
    -- away from the poles `sin b` can be cancelled
    have hs : Real.sin b ≠ 0 := (Real.sin_pos_of_pos_of_lt_pi hb.1 hb.2).ne'
    have ca := mul_right_cancel₀ hs e02
    have sa := mul_right_cancel₀ hs e12
    have cc := mul_left_cancel₀ hs (neg_injective e20)
    have sc := mul_left_cancel₀ hs e21
    exact ⟨hbb, by simp only [rotZ, ca, sa], by simp only [rotZ, cc, sc]⟩
  · rintro ⟨h1, h2, h3⟩
    rw [euler, euler, h1, h2, h3]
```

Both ends of the range for $b$ matter. If $b=b'=0$ is allowed, then $R(\pi/2,0,0)=R(0,0,\pi/2)$, although $a-a'=\pi/2$. If $b=b'=\pi$ is allowed, then $R(\pi/2,\pi,\pi/2)=R(0,\pi,0)$, and again $a-a'=\pi/2$. If negative tilts are allowed, then $R(0,\pi/2,0)=R(\pi,-\pi/2,\pi)$, so even $b$ is no longer determined.

## Gimbal lock at b = 0

With no tilt, $R_y(0)=1$ and the two turns are about the same axis:

$$R(a,0,c)=R_z(a)R_z(c)=R_z(a+c).$$

Two such rotations agree exactly when $(a+c)-(a'+c')$ is a multiple of $2\pi$. In particular, $R(a,0,c)$ depends only on the sum. The local statement `key` proves the collapse from the matrix entries and the addition formulas.

```lean
/-- **Gimbal lock at `b = 0`.** Two Euler rotations with `b = 0` agree exactly when the sums
`a + c` agree up to a multiple of `2π`. -/
theorem gimbal_lock_zero (a c a' c' : ℝ) :
    euler a 0 c = euler a' 0 c' ↔ ∃ n : ℤ, (a + c) - (a' + c') = n * (2 * π) := by
  have key : ∀ x y : ℝ, euler x 0 y = rotZ (x + y) := by
    intro x y
    rw [euler_eq_matrix]
    ext i j
    fin_cases i <;> fin_cases j <;>
      simp [rotZ, Real.cos_add, Real.sin_add] <;> ring
  rw [key, key, rotZ_eq_iff]
```

## Products and axis rotations are proper

The case $b=\pi$ and the existence of Euler angles both use orthogonality. If $A$ and $B$ are proper rotations, then

$$(AB)(AB)^T=A(BB^T)A^T=AA^T=1,\qquad \det(AB)=\det A\,\det B=1 .$$

```lean
/-- Products of proper rotations are proper rotations. -/
theorem IsRotation.mul {A B : Matrix (Fin 3) (Fin 3) ℝ} (hA : IsRotation A)
    (hB : IsRotation B) : IsRotation (A * B) := by
  refine ⟨?_, by rw [Matrix.det_mul, hA.2, hB.2, mul_one]⟩
  calc A * B * (A * B)ᵀ = A * (B * Bᵀ) * Aᵀ := by
        simp only [Matrix.transpose_mul, Matrix.mul_assoc]
    _ = 1 := by rw [hB.1, Matrix.mul_one, hA.1]
```

For $R_z(t)$ and $R_y(t)$, the off-diagonal entries of $RR^T$ cancel. The diagonal entries and the determinant reduce to $\cos^2t+\sin^2t=1$ or to 1 directly.

```lean
/-- The rotations about the z axis and about the y axis are proper rotations. -/
theorem isRotation_axes (t : ℝ) : IsRotation (rotZ t) ∧ IsRotation (rotY t) := by
  have h := Real.sin_sq_add_cos_sq t
  refine ⟨⟨?_, ?_⟩, ⟨?_, ?_⟩⟩
  · ext i j
    fin_cases i <;> fin_cases j <;>
      simp [rotZ, Matrix.mul_apply, Fin.sum_univ_succ] <;> nlinarith [h]
  · simp [rotZ, Matrix.det_fin_three]
    nlinarith [h]
  · ext i j
    fin_cases i <;> fin_cases j <;>
      simp [rotY, Matrix.mul_apply, Fin.sum_univ_succ] <;> nlinarith [h]
  · simp [rotY, Matrix.det_fin_three]
    nlinarith [h]
```

## Gimbal lock at b = π

A half turn about y reverses the z axis, so it reverses the sense of a turn about z: $R_y(\pi)R_z(c)=R_z(-c)R_y(\pi)$. Therefore

$$R(a,\pi,c)=R_z(a-c)\,R_y(\pi).$$

Multiplying an equality of two such matrices on the right by $R_y(\pi)^T$ removes the half turn and leaves $R_z(a-c)=R_z(a'-c')$. The differences then agree modulo $2\pi$. Lean checks the displayed identity entry by entry and cancels the half turn in the same way.

```lean
/-- **Gimbal lock at `b = π`.** Two Euler rotations with `b = π` agree exactly when the
differences `a - c` agree up to a multiple of `2π`. -/
theorem gimbal_lock_pi (a c a' c' : ℝ) :
    euler a π c = euler a' π c' ↔ ∃ n : ℤ, (a - c) - (a' - c') = n * (2 * π) := by
  have key : ∀ x y : ℝ, euler x π y = rotZ (x - y) * rotY π := by
    intro x y
    rw [euler_eq_matrix]
    ext i j
    fin_cases i <;> fin_cases j <;>
      simp [rotZ, rotY, Matrix.mul_apply, Fin.sum_univ_succ, Real.cos_sub, Real.sin_sub] <;>
      ring
  rw [key, key, ← rotZ_eq_iff]
  refine ⟨fun h => ?_, fun h => by rw [h]⟩
  -- undo the half turn about y
  have h2 := congrArg (fun X => X * (rotY π)ᵀ) h
  simpa only [Matrix.mul_assoc, (isRotation_axes π).2.1, Matrix.mul_one] using h2
```

## Every proper rotation has Euler angles

The existence proof below uses polar coordinates in the plane. If $r\ge0$ and $x^2+y^2=r^2$, then $x=r\cos t$ and $y=r\sin t$ for some $t$. The proof takes $t$ to be the argument of the complex number $x+iy$, whose modulus is $r$.

```lean
/-- A point of the plane at distance `r` from the origin has a polar angle. -/
theorem exists_polar {x y r : ℝ} (hr : 0 ≤ r) (h : x ^ 2 + y ^ 2 = r ^ 2) :
    ∃ t : ℝ, x = r * Real.cos t ∧ y = r * Real.sin t := by
  have hn : ‖(⟨x, y⟩ : ℂ)‖ = r := by
    refine (sq_eq_sq₀ (norm_nonneg _) hr).mp ?_
    rw [Complex.sq_norm, Complex.normSq_mk]
    linarith
  have h1 := Complex.norm_mul_cos_arg (⟨x, y⟩ : ℂ)
  have h2 := Complex.norm_mul_sin_arg (⟨x, y⟩ : ℂ)
  rw [hn] at h1 h2
  exact ⟨_, h1.symm, h2.symm⟩
```

Next, let $N$ be a proper rotation whose last column is $(0,0,1)^T$. Its last row has unit length, so $N_{20}^2+N_{21}^2+1=1$ and $N_{20}=N_{21}=0$. The first column also has unit length, so $N_{00}=\cos c$ and $N_{10}=\sin c$ for some $c$. Orthogonality of the first two columns and the unit determinant give

$$\cos c\,N_{01}+\sin c\,N_{11}=0,\qquad \cos c\,N_{11}-\sin c\,N_{01}=1 .$$

Solving this pair gives $N_{11}=\cos c$ and $N_{01}=-\sin c$, hence $N=R_z(c)$. The two `linear_combination` steps are this solution, with $\cos^2c+\sin^2c=1$ supplied as `hp`.

```lean
/-- A proper rotation that leaves the z axis fixed is a rotation about the z axis. -/
theorem exists_rotZ {N : Matrix (Fin 3) (Fin 3) ℝ} (hN : IsRotation N)
    (h02 : N 0 2 = 0) (h12 : N 1 2 = 0) (h22 : N 2 2 = 1) : ∃ c : ℝ, N = rotZ c := by
  have hT : Nᵀ * N = 1 := mul_eq_one_comm.mp hN.1
  have r2 := congrFun (congrFun hN.1 2) 2
  have c0 := congrFun (congrFun hT 0) 0
  have c01 := congrFun (congrFun hT 0) 1
  have hd := hN.2
  simp only [Matrix.mul_apply, Fin.sum_univ_three, Matrix.transpose_apply,
    Matrix.one_apply_eq, Matrix.one_apply_ne (show (0 : Fin 3) ≠ 1 by decide)] at r2 c0 c01
  rw [Matrix.det_fin_three, h02, h12, h22] at hd
  rw [h22] at r2
  have h20 : N 2 0 = 0 := by nlinarith [sq_nonneg (N 2 0), sq_nonneg (N 2 1)]
  have h21 : N 2 1 = 0 := by nlinarith [sq_nonneg (N 2 0), sq_nonneg (N 2 1)]
  rw [h20] at c0 c01
  obtain ⟨c, h00, h10⟩ := exists_polar (x := N 0 0) (y := N 1 0) zero_le_one (by linarith)
  rw [one_mul] at h00 h10
  rw [h00, h10] at hd c01
  have hp := Real.sin_sq_add_cos_sq c
  -- orthogonality and unit determinant fix the second column
  have h11 : N 1 1 = Real.cos c := by
    linear_combination Real.cos c * hd + Real.sin c * c01 - N 1 1 * hp
  have h01 : N 0 1 = -Real.sin c := by
    linear_combination Real.cos c * c01 - Real.sin c * hd - N 0 1 * hp
  refine ⟨c, ?_⟩
  ext i j
  fin_cases i <;> fin_cases j <;>
    simp [rotZ, h00, h01, h02, h10, h11, h12, h20, h21, h22]
```

Now let $M$ be any proper rotation. Its last column is a unit vector, so $M_{22}\in[-1,1]$ and $b=\arccos M_{22}$ lies in $[0,\pi]$. Then

$$M_{02}^2+M_{12}^2=1-\cos^2b=\sin^2b,\qquad \sin b\ge0,$$

and polar coordinates supply $a$ with $M_{02}=\cos a\sin b$ and $M_{12}=\sin a\sin b$.

Set $Q=R_z(a)R_y(b)$. It has the same last column as $M$; with $e_z$ the unit vector along z, this says $Me_z=Qe_z$. Hence $Q^TMe_z=Q^TQe_z=e_z$. The proper rotation $Q^TM$ fixes the z axis, so it equals $R_z(c)$ for some $c$, and

$$M=Q\,R_z(c)=R(a,b,c).$$

Conversely, an Euler rotation is a product of three proper rotations. The closed interval `Set.Icc 0 π` includes both poles, where the angles exist but $a$ and $c$ are not separately determined.

```lean
/-- A matrix is a proper rotation exactly when it is an Euler rotation for some angles with
`b` between `0` and `π`. -/
theorem isRotation_iff_exists_euler (M : Matrix (Fin 3) (Fin 3) ℝ) :
    IsRotation M ↔ ∃ a b c : ℝ, b ∈ Set.Icc 0 π ∧ M = euler a b c := by
  constructor
  · intro hM
    have hcol := congrFun (congrFun (mul_eq_one_comm.mp hM.1 : Mᵀ * M = 1) 2) 2
    simp only [Matrix.mul_apply, Fin.sum_univ_three, Matrix.transpose_apply,
      Matrix.one_apply_eq] at hcol
    -- polar coordinates of the image of the z axis
    obtain ⟨b, hb0, hbπ, hb⟩ : ∃ b : ℝ, 0 ≤ b ∧ b ≤ π ∧ Real.cos b = M 2 2 :=
      ⟨Real.arccos (M 2 2), Real.arccos_nonneg _, Real.arccos_le_pi _,
        Real.cos_arccos (by nlinarith [sq_nonneg (M 0 2), sq_nonneg (M 1 2)])
          (by nlinarith [sq_nonneg (M 0 2), sq_nonneg (M 1 2)])⟩
    obtain ⟨a, hx, hy⟩ := exists_polar (x := M 0 2) (y := M 1 2)
      (Real.sin_nonneg_of_nonneg_of_le_pi hb0 hbπ)
      (by rw [Real.sin_sq, hb]; linarith)
    obtain ⟨Q, hQ⟩ : ∃ Q, Q = rotZ a * rotY b := ⟨_, rfl⟩
    have hQr : IsRotation Q := hQ ▸ (isRotation_axes a).1.mul (isRotation_axes b).2
    have hQT : Qᵀ * Q = 1 := mul_eq_one_comm.mp hQr.1
    have hMQ : ∀ k, M k 2 = Q k 2 := by
      intro k
      rw [hQ]
      fin_cases k <;>
        simp [rotZ, rotY, Matrix.mul_apply, Fin.sum_univ_succ, hx, hy, hb, mul_comm]
    have hN : ∀ i, (Qᵀ * M) i 2 = (1 : Matrix (Fin 3) (Fin 3) ℝ) i 2 := by
      intro i
      rw [← hQT, Matrix.mul_apply, Matrix.mul_apply]
      exact Finset.sum_congr rfl (fun k _ => by rw [hMQ k])
    have hQt : IsRotation Qᵀ :=
      ⟨by rw [Matrix.transpose_transpose, hQT], by rw [Matrix.det_transpose, hQr.2]⟩
    -- what remains after undoing `a` and `b` fixes the z axis
    obtain ⟨c, hc⟩ := exists_rotZ (hQt.mul hM) (by rw [hN]; simp) (by rw [hN]; simp)
      (by rw [hN]; simp)
    refine ⟨a, b, c, ⟨hb0, hbπ⟩, ?_⟩
    rw [euler, ← hQ, ← hc, ← Matrix.mul_assoc, hQr.1, Matrix.one_mul]
  · rintro ⟨a, b, c, -, rfl⟩
    exact ((isRotation_axes a).1.mul (isRotation_axes b).2).mul (isRotation_axes c).1

end

end EulerAngles
```

```lean
#print axioms EulerAngles.euler_eq_iff
-- 'EulerAngles.euler_eq_iff' depends on axioms: [propext, Classical.choice, Quot.sound]
#print axioms EulerAngles.gimbal_lock_zero
-- 'EulerAngles.gimbal_lock_zero' depends on axioms: [propext, Classical.choice, Quot.sound]
#print axioms EulerAngles.gimbal_lock_pi
-- 'EulerAngles.gimbal_lock_pi' depends on axioms: [propext, Classical.choice, Quot.sound]
#print axioms EulerAngles.isRotation_iff_exists_euler
-- 'EulerAngles.isRotation_iff_exists_euler' depends on axioms: [propext, Classical.choice, Quot.sound]
```
